# Double integral of the exponential kernel exp(−q|z − w|) over a layer of finite thickness

The theorem `double_integral_kernel` concerns two heights z and w, each running over a layer from 0 to d, coupled by the kernel exp(−q|z − w|), which for positive q decays with their separation. It states that the double integral of this kernel equals 2(qd − 1 + exp(−qd))/q², for real q ≠ 0 and d ≥ 0. Both heights carry uniform weight, and the integral is not divided by d², so it is not an average over the layer. The proof takes the inner integral from `integral_kernel`, integrates the result over z by means of an explicit antiderivative, and leaves the final algebra to `ring`.

In Lean, a first try:

```lean
import Mathlib

open Real Filter Topology

namespace DoubleIntegralKernel

noncomputable section

/-- The kernel `exp (-q |z - w|)` with `q ≠ 0`, integrated over the layer `0 ≤ w ≤ d` and
seen from a height `z` inside the layer. -/
theorem integral_kernel {q d z : ℝ} (hq : q ≠ 0) (hz : 0 ≤ z) (hzd : z ≤ d) :
    ∫ w in (0 : ℝ)..d, Real.exp (-q * |z - w|)
      = (2 - Real.exp (-q * z) - Real.exp (-q * (d - z))) / q := by
  have hc : Continuous fun w : ℝ => Real.exp (-q * |z - w|) := by fun_prop
  -- the part of the layer below `z`
  have below : ∫ w in (0 : ℝ)..z, Real.exp (-q * |z - w|) = (1 - Real.exp (-q * z)) / q := by
    have e : ∫ w in (0 : ℝ)..z, Real.exp (-q * |z - w|)
        = ∫ w in (0 : ℝ)..z, Real.exp (-q * (z - w)) := by
      apply intervalIntegral.integral_congr
      intro w hw
      rw [Set.uIcc_of_le hz] at hw
      have h : |z - w| = z - w := abs_of_nonneg (by linarith [hw.2])
      simp only [h]
    have hd : ∀ w : ℝ, HasDerivAt (fun w => Real.exp (-q * (z - w)) / q)
        (Real.exp (-q * (z - w))) w := fun w =>
      (((((hasDerivAt_id' w).const_sub z).const_mul (-q)).exp).div_const q).congr_deriv
        (by rw [div_eq_iff hq]; ring)
    rw [e, intervalIntegral.integral_eq_sub_of_hasDerivAt (fun w _ => hd w)
      (Continuous.intervalIntegrable (by fun_prop) _ _)]
    simp only [sub_self, mul_zero, sub_zero, Real.exp_zero]
    ring
  -- the part of the layer above `z`
  have above : ∫ w in z..d, Real.exp (-q * |z - w|)
      = (1 - Real.exp (-q * (d - z))) / q := by
    have e : ∫ w in z..d, Real.exp (-q * |z - w|)
        = ∫ w in z..d, Real.exp (-q * (w - z)) := by
      apply intervalIntegral.integral_congr
      intro w hw
      rw [Set.uIcc_of_le hzd] at hw
      have h : |z - w| = w - z := by
        rw [abs_sub_comm]
        exact abs_of_nonneg (by linarith [hw.1])
      simp only [h]
    have hd : ∀ w : ℝ, HasDerivAt (fun w => Real.exp (-q * (w - z)) / (-q))
        (Real.exp (-q * (w - z))) w := fun w =>
      (((((hasDerivAt_id' w).sub_const z).const_mul (-q)).exp).div_const (-q)).congr_deriv
        (by rw [div_eq_iff (neg_ne_zero.mpr hq)]; ring)
    rw [e, intervalIntegral.integral_eq_sub_of_hasDerivAt (fun w _ => hd w)
      (Continuous.intervalIntegrable (by fun_prop) _ _)]
    simp only [sub_self, mul_zero, Real.exp_zero, div_neg]
    ring
  rw [← intervalIntegral.integral_add_adjacent_intervals
    (hc.intervalIntegrable 0 z) (hc.intervalIntegrable z d), below, above]
  ring

/-- The double integral of `exp (-q |z - w|)` over a layer of thickness `d ≥ 0`, for
`q ≠ 0`. -/
theorem double_integral_kernel {q d : ℝ} (hq : q ≠ 0) (hd : 0 ≤ d) :
    ∫ z in (0 : ℝ)..d, ∫ w in (0 : ℝ)..d, Real.exp (-q * |z - w|)
      = 2 * (q * d - 1 + Real.exp (-q * d)) / q ^ 2 := by
  have e : ∫ z in (0 : ℝ)..d, ∫ w in (0 : ℝ)..d, Real.exp (-q * |z - w|)
      = ∫ z in (0 : ℝ)..d, (2 - Real.exp (-q * z) - Real.exp (-q * (d - z))) / q := by
    apply intervalIntegral.integral_congr
    intro z hz
    rw [Set.uIcc_of_le hd] at hz
    exact integral_kernel hq hz.1 hz.2
  -- an explicit antiderivative in `z`
  have hF : ∀ z : ℝ, HasDerivAt
      (fun z => (2 * z + Real.exp (-q * z) / q - Real.exp (-q * (d - z)) / q) / q)
      ((2 - Real.exp (-q * z) - Real.exp (-q * (d - z))) / q) z := by
    intro z
    have h1 : HasDerivAt (fun z => Real.exp (-q * z) / q) (-Real.exp (-q * z)) z :=
      ((((hasDerivAt_id' z).const_mul (-q)).exp).div_const q).congr_deriv
        (by rw [div_eq_iff hq]; ring)
    have h2 : HasDerivAt (fun z => Real.exp (-q * (d - z)) / q)
        (Real.exp (-q * (d - z))) z :=
      (((((hasDerivAt_id' z).const_sub d).const_mul (-q)).exp).div_const q).congr_deriv
        (by rw [div_eq_iff hq]; ring)
    exact (((((hasDerivAt_id' z).const_mul 2).fun_add h1).fun_sub h2).div_const q).congr_deriv
      (by ring)
  rw [e, intervalIntegral.integral_eq_sub_of_hasDerivAt (fun z _ => hF z)
    (Continuous.intervalIntegrable (by fun_prop) _ _)]
  simp only [sub_self, mul_zero, sub_zero, Real.exp_zero]
  ring

end

end DoubleIntegralKernel
```

Compiling this gives:

```
Try this:
  [apply] ring_nf
  
  The `ring` tactic failed to close the goal. Use `ring_nf` to obtain a normal form.
    
  Note that `ring` works primarily in *commutative* rings. If you have a noncommutative ring, abelian group or module, consider using `noncomm_ring`, `abel` or `module` instead.
Main.lean:60:55: error: unsolved goals
q d : ℝ
hq : q ≠ 0
hd : 0 ≤ d
e : ∫ (z : ℝ) (w : ℝ) in 0..d, rexp (-q * |z - w|) = ∫ (z : ℝ) in 0..d, (2 - rexp (-q * z) - rexp (-q * (d - z))) / q
hF :
  ∀ (z : ℝ),
    HasDerivAt (fun z => (2 * z + rexp (-q * z) / q - rexp (-q * (d - z)) / q) / q)
      ((2 - rexp (-q * z) - rexp (-q * (d - z))) / q) z
⊢ d * q⁻¹ * 2 + rexp (-(d * q)) * q⁻¹ ^ 2 * 2 - q⁻¹ ^ 2 * 2 =
    d * q * q⁻¹ ^ 2 * 2 + rexp (-(d * q)) * q⁻¹ ^ 2 * 2 - q⁻¹ ^ 2 * 2
```

Diagnosis. The calculus goes through; only the closing algebra fails. The first message says that `ring` could not close the goal and suggests `ring_nf`. The error, reported at the theorem's opening `by`, shows what remained after normalisation. The two sides differ in one term: `d * q⁻¹ * 2` on the left, `d * q * q⁻¹ ^ 2 * 2` on the right.

These are equal, since `q * q⁻¹` is 1 for nonzero `q`. But `ring` does not cancel the variable `q` against its inverse, and it does not use the hypothesis `hq : q ≠ 0`.

The repair supplies the missing fact. `mul_inv_cancel₀ hq` is the equation `q * q⁻¹ = 1`, and `linear_combination` multiplies it by `-2 * d * q⁻¹`. The difference between the two sides of that multiplied equation is exactly the difference between the two sides of the goal, so what is left to check is an identity that `ring` can prove without any cancellation. The added comment only describes the step.

The repair, with which the file compiles:

```diff
@@ -82,5 +82,6 @@
     (Continuous.intervalIntegrable (by fun_prop) _ _)]
   simp only [sub_self, mul_zero, sub_zero, Real.exp_zero]
-  ring
+  -- cancel one factor of `q` in the term linear in `d`
+  linear_combination (-2 * d * q⁻¹) * mul_inv_cancel₀ hq
 
 end
```
